# Two traces enclose the lowest eigenvalue of a finite Hermitian matrix

An electron hops along an open chain of three sites, with matrix element $-t$ between neighbours ($t>0$) and zero on-site energy. Without diagonalising anything, I can read off $\operatorname{tr}H=0$ and $\operatorname{tr}H^2=4t^2$. The levels therefore have mean zero and a known spread, and the lowest one can't lie just anywhere. I have seen the claim that for any $n\times n$ Hermitian $H$ with $n\ge 2$,

$$m-s\sqrt{n-1}\;\le\;E\;\le\;m-\frac{s}{\sqrt{n-1}},\qquad m=\frac{\operatorname{tr}H}{n},\quad s=\sqrt{\frac{\operatorname{tr}H^2}{n}-m^2},$$

where $E$ is the ground-state energy. For my chain this gives $-1.633\,t\le E\le-0.816\,t$, and the exact value $-\sqrt2\,t$ does lie inside. How does one prove the claim in general, with every step justified and checked by a machine?

## Both bounds come from the excitation energies

Let $\lambda_i$ be the eigenvalues of $H$, counted with multiplicity. Writing $H=UDU^\dagger$ with $D$ diagonal and using the cyclicity of the trace,

$$\operatorname{tr}H=\sum_i\lambda_i=nm,\qquad \operatorname{tr}H^2=\operatorname{tr}(UD^2U^\dagger)=\sum_i\lambda_i^2 .$$

The quantity under the root in $s$ equals $\frac1n\sum_i(\lambda_i-m)^2$, so it is nonnegative and $\sum_i\lambda_i^2=n(s^2+m^2)$.

Now measure the levels from the ground state: $y_i=\lambda_i-E$. Every $y_i$ is nonnegative, and $y_k=0$ for some $k$. With the depth $d=m-E$,

$$\sum_i y_i=nd,\qquad \sum_i y_i^2=n(s^2+m^2)-2Enm+nE^2=n(s^2+d^2).$$

The first sum shows that $d\ge0$.

**Upper bound.** The difference $(\sum_i y_i)^2-\sum_i y_i^2=\sum_i y_i\sum_{j\ne i}y_j$ contains only nonnegative terms. Hence $n(s^2+d^2)\le n^2d^2$, which is $s^2\le(n-1)d^2$. Taking roots gives $s\le\sqrt{n-1}\,d$, and for $n\ge2$ division by $\sqrt{n-1}$ gives $E\le m-s/\sqrt{n-1}$.

**Lower bound.** Since $y_k=0$, only $n-1$ terms contribute to the sums, and Cauchy–Schwarz over those terms gives

$$n^2d^2=\Big(\sum_{i\ne k}y_i\Big)^2\le(n-1)\sum_{i\ne k}y_i^2=(n-1)\,n\,(s^2+d^2).$$

Dividing by $n$ and collecting the $d^2$ terms leaves $d^2\le(n-1)s^2$, so $E\ge m-s\sqrt{n-1}$.

The ground level has to be left out before Cauchy–Schwarz is applied. With all $n$ terms kept, the inequality reads $n^2d^2\le n^2(s^2+d^2)$, which says only that $s^2\ge0$.

**Equality in the upper bound** requires every cross term $y_iy_j$ with $i\ne j$ to vanish, so at most one level, counted with multiplicity, lies above $E$. For $n=2$ both bounds coincide and $E=m-s$.

## The enclosure in Lean

```lean
import Mathlib

open Matrix

namespace GroundEnergyTraceEnclosure

noncomputable section

variable {ι : Type*} [Fintype ι] [DecidableEq ι]

/-- `E` is the ground-state energy of `H`: the least real number in its spectrum. -/
def IsGroundEnergy (H : Matrix ι ι ℂ) (E : ℝ) : Prop := IsLeast (spectrum ℝ H) E

/-- The real part of `tr H / n`; for a Hermitian `H` this is the mean level energy. -/
def levelMean (H : Matrix ι ι ℂ) : ℝ := H.trace.re / Fintype.card ι

/-- The square root of `tr H² / n - (tr H / n)²`, with the real part of each trace taken; for a
Hermitian `H` this is the spread of the levels. -/
def levelSpread (H : Matrix ι ι ℂ) : ℝ :=
  √((H * H).trace.re / Fintype.card ι - levelMean H ^ 2)

/-- For a Hermitian `H`, the real part of the trace of `H²` is the sum of the squared energy levels.
-/
theorem trace_sq_eq_sum {H : Matrix ι ι ℂ} (hH : H.IsHermitian) :
    (H * H).trace.re = ∑ i, hH.eigenvalues i ^ 2 := by
  have h : (H * H).trace = ∑ i, ((hH.eigenvalues i : ℂ) * (hH.eigenvalues i : ℂ)) := by
    -- diagonalise, then remove the unitary by cyclicity of the trace
    conv_lhs => rw [hH.spectral_theorem]
    rw [← map_mul, Unitary.conjStarAlgAut_apply, Matrix.trace_mul_cycle,
      Unitary.coe_star_mul_self, one_mul, Matrix.diagonal_mul_diagonal, Matrix.trace_diagonal]
    rfl
  rw [h, Complex.re_sum]
  refine Finset.sum_congr rfl fun i _ => ?_
  rw [← Complex.ofReal_mul, Complex.ofReal_re, sq]

/-- The energy levels, measured from a reference energy `E`, add up to `n (m - E)`. -/
theorem sum_excitation [Nonempty ι] {H : Matrix ι ι ℂ} (hH : H.IsHermitian) (E : ℝ) :
    ∑ i, (hH.eigenvalues i - E) = Fintype.card ι * (levelMean H - E) := by
  have hN : (Fintype.card ι : ℝ) ≠ 0 := by exact_mod_cast Fintype.card_ne_zero
  have ht : H.trace.re = ∑ i, hH.eigenvalues i := by
    rw [hH.trace_eq_sum_eigenvalues, Complex.re_sum]
    exact Finset.sum_congr rfl fun i _ => Complex.ofReal_re _
  rw [Finset.sum_sub_distrib, ← ht, Finset.sum_const, Finset.card_univ, nsmul_eq_mul,
    levelMean, mul_sub, mul_div_cancel₀ _ hN]

/-- The squared energy levels, measured from a reference energy `E`, add up to
`n (s² + (m - E)²)`. -/
theorem sum_excitation_sq [Nonempty ι] {H : Matrix ι ι ℂ} (hH : H.IsHermitian) (E : ℝ) :
    ∑ i, (hH.eigenvalues i - E) ^ 2
      = Fintype.card ι * (levelSpread H ^ 2 + (levelMean H - E) ^ 2) := by
  have hN : (0 : ℝ) < Fintype.card ι := by exact_mod_cast Fintype.card_pos
  have hlin : ∑ i, hH.eigenvalues i = Fintype.card ι * levelMean H := by
    simpa using sum_excitation hH 0
  have expand : ∀ c : ℝ, ∑ i, (hH.eigenvalues i - c) ^ 2
      = Fintype.card ι * ((H * H).trace.re / Fintype.card ι - levelMean H ^ 2
        + (levelMean H - c) ^ 2) := by
    intro c
    have h : ∀ i, (hH.eigenvalues i - c) ^ 2
        = hH.eigenvalues i ^ 2 - 2 * c * hH.eigenvalues i + c ^ 2 := fun i => by ring
    simp only [h, Finset.sum_add_distrib, Finset.sum_sub_distrib, ← Finset.mul_sum,
      Finset.sum_const, Finset.card_univ, nsmul_eq_mul]
    rw [hlin, ← trace_sq_eq_sum hH]
    have hT : (Fintype.card ι : ℝ) * ((H * H).trace.re / Fintype.card ι)
        = (H * H).trace.re := mul_div_cancel₀ _ hN.ne'
    linear_combination -hT
  -- the choice `c = m` shows that the variance is nonnegative
  have hvar : 0 ≤ (H * H).trace.re / Fintype.card ι - levelMean H ^ 2 := by
    have h0 : 0 ≤ ∑ i, (hH.eigenvalues i - levelMean H) ^ 2 :=
      Finset.sum_nonneg fun i _ => sq_nonneg _
    rw [expand, sub_self, zero_pow two_ne_zero, add_zero] at h0
    exact (mul_nonneg_iff_of_pos_left hN).1 h0
  rw [expand, levelSpread, Real.sq_sqrt hvar]

/-- For nonnegative numbers the sum of squares is at most the square of the sum, with equality
exactly when no two of them are both nonzero. -/
theorem sum_sq_le_and_eq_iff (y : ι → ℝ) (hy : ∀ i, 0 ≤ y i) :
    ∑ i, y i ^ 2 ≤ (∑ i, y i) ^ 2 ∧
      (∑ i, y i ^ 2 = (∑ i, y i) ^ 2 ↔ ∀ i j, i ≠ j → y i = 0 ∨ y j = 0) := by
  -- the difference is the sum of all cross terms
  have hid : (∑ i, y i) ^ 2 - ∑ i, y i ^ 2 = ∑ i, y i * ∑ j ∈ Finset.univ.erase i, y j := by
    have h : ∀ i, y i * ∑ j ∈ Finset.univ.erase i, y j = y i * (∑ j, y j) - y i ^ 2 := by
      intro i
      rw [← Finset.add_sum_erase Finset.univ y (Finset.mem_univ i)]
      ring
    simp only [h, Finset.sum_sub_distrib, ← Finset.sum_mul]
    ring
  have hpos : ∀ i ∈ Finset.univ, 0 ≤ y i * ∑ j ∈ Finset.univ.erase i, y j :=
    fun i _ => mul_nonneg (hy i) (Finset.sum_nonneg fun j _ => hy j)
  refine ⟨by linarith [Finset.sum_nonneg hpos], fun h i j hij => ?_, fun h => ?_⟩
  · have hz := (Finset.sum_eq_zero_iff_of_nonneg hpos).1 (by linarith) i (Finset.mem_univ i)
    refine (mul_eq_zero.1 hz).imp_right fun h' => ?_
    exact (Finset.sum_eq_zero_iff_of_nonneg fun k _ => hy k).1 h' j
      (Finset.mem_erase.2 ⟨hij.symm, Finset.mem_univ j⟩)
  · have hz : ∑ i, y i * ∑ j ∈ Finset.univ.erase i, y j = 0 := by
      refine Finset.sum_eq_zero fun i _ => ?_
      rw [Finset.mul_sum]
      refine Finset.sum_eq_zero fun j hj => ?_
      exact mul_eq_zero.2 (h i j (Finset.ne_of_mem_erase hj).symm)
    linarith

/-- No level lies below the ground-state energy, and the ground-state energy is itself one of the
levels. -/
theorem ground_level {H : Matrix ι ι ℂ} (hH : H.IsHermitian) {E : ℝ}
    (hE : IsGroundEnergy H E) :
    (∀ i, 0 ≤ hH.eigenvalues i - E) ∧ ∃ i, hH.eigenvalues i - E = 0 := by
  unfold IsGroundEnergy at hE
  rw [hH.spectrum_real_eq_range_eigenvalues] at hE
  obtain ⟨⟨k, hk⟩, hmin⟩ := hE
  exact ⟨fun i => sub_nonneg.2 (hmin ⟨i, rfl⟩), k, sub_eq_zero.2 hk⟩

/-- The depth `m - E` of the ground-state energy below the mean level is nonnegative and at most
`sqrt (n-1) s`, and `s` is at most `sqrt (n-1)` times this depth. -/
theorem depth_bounds [Nonempty ι] {H : Matrix ι ι ℂ} (hH : H.IsHermitian) {E : ℝ}
    (hE : IsGroundEnergy H E) :
    0 ≤ levelMean H - E ∧
      levelMean H - E ≤ √((Fintype.card ι : ℝ) - 1) * levelSpread H ∧
      levelSpread H ≤ √((Fintype.card ι : ℝ) - 1) * (levelMean H - E) := by
  obtain ⟨hy, k, hk⟩ := ground_level hH hE
  have hN : (0 : ℝ) < Fintype.card ι := by exact_mod_cast Fintype.card_pos
  have hN1 : (0 : ℝ) ≤ (Fintype.card ι : ℝ) - 1 :=
    sub_nonneg.2 (by exact_mod_cast Fintype.card_pos (α := ι))
  have h1 := sum_excitation hH E
  have h2 := sum_excitation_sq hH E
  have hs : 0 ≤ levelSpread H := Real.sqrt_nonneg _
  have ha : 0 ≤ levelMean H - E :=
    (mul_nonneg_iff_of_pos_left hN).1 (h1 ▸ Finset.sum_nonneg fun i _ => hy i)
  refine ⟨ha, ?_, ?_⟩
  · -- Cauchy-Schwarz over the levels other than the ground level
    have hc := sq_sum_le_card_mul_sum_sq (s := Finset.univ.erase k)
      (f := fun i => hH.eigenvalues i - E)
    have e1 := Finset.add_sum_erase Finset.univ (fun i => hH.eigenvalues i - E)
      (Finset.mem_univ k)
    have e2 := Finset.add_sum_erase Finset.univ (fun i => (hH.eigenvalues i - E) ^ 2)
      (Finset.mem_univ k)
    simp only [hk, zero_add, zero_pow two_ne_zero] at e1 e2
    have hcard : ((Finset.univ.erase k).card : ℝ) = (Fintype.card ι : ℝ) - 1 := by
      rw [Finset.card_erase_of_mem (Finset.mem_univ k), Finset.card_univ,
        Nat.cast_sub Fintype.card_pos, Nat.cast_one]
    rw [e1, e2, h1, h2, hcard] at hc
    refine (sq_le_sq₀ ha (mul_nonneg (Real.sqrt_nonneg _) hs)).1 ?_
    rw [mul_pow, Real.sq_sqrt hN1]
    exact le_of_mul_le_mul_left (by linarith) hN
  · -- nonnegative excitation energies: sum of squares at most square of sum
    have hc := (sum_sq_le_and_eq_iff _ hy).1
    rw [h1, h2] at hc
    refine (sq_le_sq₀ hs (mul_nonneg (Real.sqrt_nonneg _) ha)).1 ?_
    rw [mul_pow, Real.sq_sqrt hN1]
    exact le_of_mul_le_mul_left (by linarith) hN

/-- Wolkowicz-Styan enclosure of the ground-state energy: for `n ≥ 2`,
`m - s sqrt (n-1) ≤ E ≤ m - s / sqrt (n-1)`. -/
theorem wolkowicz_styan_ground {H : Matrix ι ι ℂ} (hH : H.IsHermitian)
    (hn : 2 ≤ Fintype.card ι) {E : ℝ} (hE : IsGroundEnergy H E) :
    levelMean H - levelSpread H * √((Fintype.card ι : ℝ) - 1) ≤ E ∧
      E ≤ levelMean H - levelSpread H / √((Fintype.card ι : ℝ) - 1) := by
  have : Nonempty ι := Fintype.card_pos_iff.1 (by omega)
  obtain ⟨-, hlow, hup⟩ := depth_bounds hH hE
  have hn' : (2 : ℝ) ≤ Fintype.card ι := by exact_mod_cast hn
  have hr : 0 < √((Fintype.card ι : ℝ) - 1) := Real.sqrt_pos.2 (by linarith)
  have hdiv : levelSpread H / √((Fintype.card ι : ℝ) - 1) ≤ levelMean H - E := by
    rw [div_le_iff₀ hr]
    linarith
  exact ⟨by linarith, by linarith⟩

/-- The upper bound on the ground-state energy `E` is attained exactly when at most one level,
counted with multiplicity, differs from `E`. -/
theorem upper_bound_attained_iff {H : Matrix ι ι ℂ} (hH : H.IsHermitian)
    (hn : 2 ≤ Fintype.card ι) {E : ℝ} (hE : IsGroundEnergy H E) :
    E = levelMean H - levelSpread H / √((Fintype.card ι : ℝ) - 1) ↔
      ∀ i j, i ≠ j → hH.eigenvalues i = E ∨ hH.eigenvalues j = E := by
  have : Nonempty ι := Fintype.card_pos_iff.1 (by omega)
  have hn' : (2 : ℝ) ≤ Fintype.card ι := by exact_mod_cast hn
  have hN : (Fintype.card ι : ℝ) ≠ 0 := by linarith
  have hr : 0 < √((Fintype.card ι : ℝ) - 1) := Real.sqrt_pos.2 (by linarith)
  have ha := (depth_bounds hH hE).1
  have hs : 0 ≤ levelSpread H := Real.sqrt_nonneg _
  have hiff := (sum_sq_le_and_eq_iff _ (ground_level hH hE).1).2
  simp only [sub_eq_zero] at hiff
  rw [← hiff, sum_excitation hH E, sum_excitation_sq hH E]
  -- both sides say `s² = (n-1) (m-E)²`
  have hsq : levelSpread H = (levelMean H - E) * √((Fintype.card ι : ℝ) - 1) ↔
      levelSpread H ^ 2 = (levelMean H - E) ^ 2 * ((Fintype.card ι : ℝ) - 1) := by
    rw [← sq_eq_sq₀ hs (mul_nonneg ha hr.le), mul_pow, Real.sq_sqrt (by linarith)]
  constructor
  · intro h
    have h' := hsq.1 ((div_eq_iff hr.ne').1 (by linarith))
    rw [h']
    ring
  · intro h
    have h' := hsq.2 (mul_left_cancel₀ hN (by linarith))
    have h'' := (div_eq_iff hr.ne').2 h'
    linarith

/-- For a two-level system the ground-state energy is exactly the mean minus the spread. -/
theorem two_level_ground {H : Matrix ι ι ℂ} (hH : H.IsHermitian)
    (hn : Fintype.card ι = 2) {E : ℝ} (hE : IsGroundEnergy H E) :
    E = levelMean H - levelSpread H := by
  obtain ⟨h1, h2⟩ := wolkowicz_styan_ground hH hn.ge hE
  have hr : √((Fintype.card ι : ℝ) - 1) = 1 := by
    rw [hn]
    norm_num
  rw [hr, mul_one] at h1
  rw [hr, div_one] at h2
  exact le_antisymm h2 h1

end

end GroundEnergyTraceEnclosure
```

```lean
#print axioms GroundEnergyTraceEnclosure.trace_sq_eq_sum
#print axioms GroundEnergyTraceEnclosure.upper_bound_attained_iff
#print axioms GroundEnergyTraceEnclosure.two_level_ground
```

```
'GroundEnergyTraceEnclosure.trace_sq_eq_sum' depends on axioms: [propext, Classical.choice, Quot.sound]
'GroundEnergyTraceEnclosure.upper_bound_attained_iff' depends on axioms: [propext, Classical.choice, Quot.sound]
'GroundEnergyTraceEnclosure.two_level_ground' depends on axioms: [propext, Classical.choice, Quot.sound]
```

## How the theorems read

The finite type `ι` labels an orthonormal basis, `Fintype.card ι` is $n$, and `H` is a complex matrix on that basis, with `H.IsHermitian` as a hypothesis. The levels $\lambda_i$ are `hH.eigenvalues i`. The definition `IsGroundEnergy H E` says that $E$ belongs to the real spectrum of $H$ and that no element of the spectrum is smaller. The mean `levelMean H` and the spread `levelSpread H` are built from traces alone. Their real parts are taken to obtain real numbers, which loses nothing for a Hermitian matrix.

The main theorem, `wolkowicz_styan_ground`, states the two inequalities for $n\ge2$. Of the Wolkowicz–Styan inequalities, which bound each eigenvalue in the ordered spectrum, it is the pair for the lowest one. `depth_bounds` holds the same information without division and covers $n=1$ too, where it reduces to $E=m$ and $s=0$. `upper_bound_attained_iff` gives the equality condition for the upper bound; equality in the lower bound is not treated. `two_level_ground` is the exact formula for $n=2$.

The setting is a finite matrix in an orthonormal basis. A non-orthogonal basis leads to a generalised eigenvalue problem, and the traces of the raw Hamiltonian matrix are then the wrong input. In electronic structure, the result encloses the lowest eigenvalue of a Hamiltonian projected onto a finite basis; its lower bound does not carry over to the unprojected operator, whose ground-state energy may lie below that eigenvalue.

## How the proof follows the derivation

`trace_sq_eq_sum` diagonalises $H$ with the spectral theorem and removes the unitary with `Matrix.trace_mul_cycle`. `sum_excitation` and `sum_excitation_sq` are the two sum formulas, stated for an arbitrary reference energy. The second first expands the squares around any real `c`. The choice $c=m$ shows that the variance is nonnegative, and this is needed because Lean's square root of a negative number is zero: only then does `Real.sq_sqrt` allow $s^2$ to replace the variance.

`sum_sq_le_and_eq_iff` proves the cross-term identity, called `hid`, and takes both the inequality and its equality case from it. A sum of nonnegative terms vanishes only if each term does, which yields the condition on pairs of levels. `ground_level` identifies the spectrum with the range of the eigenvalues, and so supplies $y_i\ge0$ and the index $k$ with $y_k=0$.

`depth_bounds` joins these parts. For the lower bound on $E$ it applies `sq_sum_le_card_mul_sum_sq` to `Finset.univ.erase k`, the set of all indices except $k$, whose size is $n-1$. For the upper bound it uses the cross-term inequality. In both cases `le_of_mul_le_mul_left` cancels a factor $n$, and `sq_le_sq₀` passes from squares to the nonnegative quantities themselves.

`wolkowicz_styan_ground` then divides by $\sqrt{n-1}$, which is positive for $n\ge2$. In `upper_bound_attained_iff`, attainment of the bound and the equality case of the cross-term lemma are both reduced to $s^2=(n-1)d^2$. `two_level_ground` inserts $\sqrt{n-1}=1$ and combines the two inequalities.

## The traces in a diagonalisation code

A program need not form the product $H^2$. For Hermitian $H$, $\operatorname{tr}H^2=\sum_{i,j}|H_{ij}|^2$, so one pass over the stored matrix elements gives both $m$ and $s$. If $|m|$ is much larger than $s$, subtracting $m$ from the diagonal first avoids the cancellation between $\operatorname{tr}H^2/n$ and $m^2$.

The enclosure can then serve as a sanity check on an iterative eigensolver. A reported lowest eigenvalue outside the interval, by more than rounding error, points to a fault or, if it lies too high, possibly to incomplete convergence. The check is coarse for large matrices: the interval has width $s(n-2)/\sqrt{n-1}$, which at fixed $s$ grows roughly as $\sqrt n$.
